# The strain derivative of an ultrasoft band energy contains D − εq

## A fixed set of plane waves under strain

Straining a crystal changes its plane waves, so one must decide what stays the same along the path. Here the labels stay the same: a finite set n of reciprocal-lattice indices and a finite set m of projectors are chosen once, and only the matrix entries depend on a real strain parameter t. Each strain derivative is then an ordinary derivative of complex numbers.

The data are as follows.

- T(t) is an n × n matrix holding the kinetic energy and the local potential.
- B(t) is an n × m matrix of overlaps between plane waves and projectors. It changes with t because the wave vectors and the cell volume do.
- D is a constant m × m matrix, the strength of the nonlocal potential.
- q is a constant m × m matrix of integrated augmentation charges, the norm that the smooth pseudo-orbitals lack near the atoms.
- c(t) is the coefficient vector of one orbital, and ε(t) is its real energy.

A star denotes the conjugate transpose. The Hamiltonian and overlap are

H = T + B D B*,  S = 1 + B q B*,

and the orbital satisfies, at every t,

H c = ε S c,  c* S c = 1.

Since S contains B, strain changes the normalization condition as well as the Hamiltonian.

## The formula and its hypotheses

Let T, B and c be differentiable at t₀, with derivatives T′, B′ and c′ there, and let T(t₀), D and q be Hermitian. Then ε is differentiable at t₀, and

ε′ = Re c* T′ c + 2 Re c* B′ (D − ε q) B* c,

with everything on the right taken at t₀.

In Lean this is `hasDerivAt_bandEnergy`. The types `n` and `m` are arbitrary finite index types, and `expect c A` is c* A c. The predicate `IsUltrasoftBand` holds the eigenvalue equation and the normalization for all t. The hypotheses `hT`, `hB` and `hc` give the derivatives entry by entry. The conclusion, `HasDerivAt eps … t₀`, says that ε has a derivative at t₀ and that it equals the stated expression; differentiability of ε is therefore derived.

Differentiability of the orbital, by contrast, is assumed. At a degeneracy the theorem applies to any differentiable path of orbitals one can supply, but it doesn't construct one.

Kinetic and projector terms of this form appear in the stress of an ultrasoft plane-wave calculation. The theorem itself concerns a single band in a finite basis, with constant D and q. Division by the cell volume, the sign convention, and the Hartree, exchange-correlation and ion-ion terms of a total energy are not treated.

## Why the orbital response cancels

Write ε₀ = ε(t₀), M = D − ε₀ q, and

K(t) = H(t) − ε₀ S(t) = T(t) − ε₀ 1 + B(t) M B(t)*.

The energy in K is frozen at ε₀, while the matrices still move. The eigenvalue equation gives

K(t) c(t) = (ε(t) − ε₀) S(t) c(t).

Multiplying by c(t)* and using the normalization gives

ε(t) = ε₀ + c(t)* K(t) c(t).

The right-hand side is built from differentiable functions, so ε is differentiable at t₀. By the product rule, at t₀,

ε′ = c′* K c + c* K′ c + c* K c′.

At t₀ we have K c = 0, which removes the first term. Since K(t₀) is Hermitian, c* K = (K c)* = 0, which removes the third. Only c* K′ c is left, with

K′ = T′ + B′ M B* + B M B′*.

Because ε₀ is real and D and q are Hermitian, M is Hermitian, so B M B′* = (B′ M B*)*. For any matrix A, c* A* c is the complex conjugate of c* A c. The two projector terms therefore add up to

2 Re c* B′ M B* c.

Taking the real part of the whole expression, which equals the real number ε′, gives the formula.

The part with q can be identified separately. If the orbital is frozen at c = c(t₀), its norm changes at the rate

d/dt (c* S(t) c) = 2 Re c* B′ q B* c.

The constraint term in ε′ is −ε₀ times this rate. `hasDerivAt_frozen_overlap` proves the rate for Hermitian q and any fixed vector c, in terms of the real part of the norm.

## From q = 0 to a single projector

For q = 0 the overlap is the identity, and the projector term reduces to 2 Re c* B′ D B* c, as for a norm-conserving nonlocal potential.

At the other extreme, one plane wave and one projector suffice for a slope that comes entirely from the constraint. Take T = 1, D = 0, q = 1 and B = sinh t. Then H = 1 and

S = 1 + sinh² t = cosh² t,

so the normalized orbital is c = 1/cosh t and the energy is ε = 1/cosh² t. Since T′ = 0 and D = 0, the formula leaves

ε′ = 2 · (1/cosh t) · cosh t · (−1/cosh² t) · sinh t · (1/cosh t) = −2 sinh t / cosh³ t.

The Hamiltonian never changes; the energy moves because the overlap S does. `ultrasoftBand_witness` verifies that this is an ultrasoft band and obtains the same slope by differentiating 1/cosh² t directly.

## Letting D follow the strain

In a self-consistent calculation D includes integrals of the effective potential over the augmentation charges, so it generally changes with strain. A model with a differentiable, Hermitian D(t) would describe this. The same derivation would then give one more term,

c* B D′ B* c,

while the −ε q contribution would keep its form. With D constant, as here, this term is absent.

## The Lean source

```lean
import Mathlib

open Matrix

namespace UltrasoftStress

noncomputable section

variable {n m : Type*} [Fintype n] [Fintype m]

/-- The expectation value `c* A c` of a matrix `A` in the orbital `c`. -/
def expect (c : n → ℂ) (A : Matrix n n ℂ) : ℂ := star c ⬝ᵥ (A *ᵥ c)

/-- The ultrasoft Hamiltonian `H = T + B D B*`. -/
def hamiltonian (T : Matrix n n ℂ) (B : Matrix n m ℂ) (D : Matrix m m ℂ) :
    Matrix n n ℂ := T + B * D * Bᴴ

/-- The ultrasoft overlap matrix `S = 1 + B q B*`. -/
def overlap [DecidableEq n] (B : Matrix n m ℂ) (q : Matrix m m ℂ) :
    Matrix n n ℂ := 1 + B * q * Bᴴ

/-- At every strain `t` the orbital `c t` solves `H c = eps S c` and is normalized by
`c* S c = 1`. -/
def IsUltrasoftBand [DecidableEq n] (T : ℝ → Matrix n n ℂ) (B : ℝ → Matrix n m ℂ)
    (D q : Matrix m m ℂ) (c : ℝ → n → ℂ) (eps : ℝ → ℝ) : Prop :=
  ∀ t, hamiltonian (T t) (B t) D *ᵥ c t = (eps t : ℂ) • (overlap (B t) q *ᵥ c t) ∧
    expect (c t) (overlap (B t) q) = 1

/-- Product rule for an expectation value when both the matrix and the orbital vary. -/
theorem hasDerivAt_expect {K : ℝ → Matrix n n ℂ} {K' : Matrix n n ℂ}
    {c : ℝ → n → ℂ} {c' : n → ℂ} {t₀ : ℝ}
    (hK : ∀ i j, HasDerivAt (fun t => K t i j) (K' i j) t₀)
    (hc : ∀ i, HasDerivAt (fun t => c t i) (c' i) t₀) :
    HasDerivAt (fun t => expect (c t) (K t))
      (star c' ⬝ᵥ (K t₀ *ᵥ c t₀) + expect (c t₀) K' + star (c t₀) ⬝ᵥ (K t₀ *ᵥ c')) t₀ := by
  have h : HasDerivAt (fun t => ∑ i, star (c t i) * ∑ j, K t i j * c t j)
      (∑ i, (star (c' i) * ∑ j, K t₀ i j * c t₀ j +
        star (c t₀ i) * ∑ j, (K' i j * c t₀ j + K t₀ i j * c' j))) t₀ :=
    HasDerivAt.fun_sum fun i _ => (hc i).star.fun_mul
      (HasDerivAt.fun_sum fun j _ => (hK i j).fun_mul (hc j))
  refine h.congr_deriv ?_
  simp only [expect, dotProduct, Matrix.mulVec, Pi.star_apply, Finset.sum_add_distrib, mul_add]
  ring

omit [Fintype n] in
/-- Strain derivative of the nonlocal matrix `B M B*` with constant `M`, entry by entry. -/
theorem hasDerivAt_nonlocal {B : ℝ → Matrix n m ℂ} {B' : Matrix n m ℂ} {t₀ : ℝ}
    (M : Matrix m m ℂ) (hB : ∀ i k, HasDerivAt (fun t => B t i k) (B' i k) t₀) (i j : n) :
    HasDerivAt (fun t => (B t * M * (B t)ᴴ) i j)
      ((B' * M * (B t₀)ᴴ + B t₀ * M * B'ᴴ) i j) t₀ := by
  have e : (fun t => (B t * M * (B t)ᴴ) i j) =
      fun t => ∑ k, (∑ l, B t i l * M l k) * star (B t j k) := by
    funext t
    simp only [Matrix.mul_apply, Matrix.conjTranspose_apply]
  rw [e]
  refine (HasDerivAt.fun_sum fun k _ => (HasDerivAt.fun_sum fun l _ =>
    (hB i l).mul_const (M l k)).fun_mul (hB j k).star).congr_deriv ?_
  simp only [Matrix.add_apply, Matrix.mul_apply, Matrix.conjTranspose_apply,
    Finset.sum_add_distrib]

/-- The expectation value of the adjoint matrix is the complex conjugate. -/
theorem expect_conjTranspose (c : n → ℂ) (A : Matrix n n ℂ) :
    expect c Aᴴ = star (expect c A) := by
  unfold expect
  rw [Matrix.dotProduct_mulVec (star c) Aᴴ c, ← Matrix.star_mulVec]
  exact Matrix.star_dotProduct _ _

/-- For Hermitian `M`, the two terms `X M Y*` and `Y M X*` together contribute twice the
real part of the first. -/
theorem expect_nonlocal_re (c : n → ℂ) (X Y : Matrix n m ℂ) {M : Matrix m m ℂ}
    (hM : M.IsHermitian) :
    (expect c (X * M * Yᴴ + Y * M * Xᴴ)).re = 2 * (expect c (X * M * Yᴴ)).re := by
  have h : Y * M * Xᴴ = (X * M * Yᴴ)ᴴ := by
    simp [Matrix.conjTranspose_mul, hM.eq, Matrix.mul_assoc]
  have hadd : expect c (X * M * Yᴴ + Y * M * Xᴴ) =
      expect c (X * M * Yᴴ) + expect c (Y * M * Xᴴ) := by
    simp only [expect, Matrix.add_mulVec, dotProduct_add]
  rw [hadd, h, expect_conjTranspose, Complex.add_re, Complex.star_def, Complex.conj_re]
  ring

/-- If a Hermitian `K` annihilates the orbital at `t₀`, the first-order change of `c* K c`
does not involve the change of the orbital. -/
theorem hasDerivAt_expect_of_null {K : ℝ → Matrix n n ℂ} {K' : Matrix n n ℂ}
    {c : ℝ → n → ℂ} {c' : n → ℂ} {t₀ : ℝ}
    (hK : ∀ i j, HasDerivAt (fun t => K t i j) (K' i j) t₀)
    (hc : ∀ i, HasDerivAt (fun t => c t i) (c' i) t₀)
    (hH : (K t₀).IsHermitian) (h0 : K t₀ *ᵥ c t₀ = 0) :
    HasDerivAt (fun t => expect (c t) (K t)) (expect (c t₀) K') t₀ := by
  have hl : star (c t₀) ᵥ* K t₀ = 0 := by
    have h := Matrix.star_mulVec (K t₀) (c t₀)
    rw [hH.eq, h0, star_zero] at h
    exact h.symm
  refine (hasDerivAt_expect hK hc).congr_deriv ?_
  rw [h0, Matrix.dotProduct_mulVec (star (c t₀)) (K t₀) c', hl]
  simp

variable [DecidableEq n]

/-- For an ultrasoft band with `T t₀`, `D` and `q` Hermitian, the strain derivative of the energy is
`Re c* T' c + 2 Re c* B' (D - eps q) B* c`. -/
theorem hasDerivAt_bandEnergy {T : ℝ → Matrix n n ℂ} {T' : Matrix n n ℂ}
    {B : ℝ → Matrix n m ℂ} {B' : Matrix n m ℂ} {D q : Matrix m m ℂ}
    {c : ℝ → n → ℂ} {c' : n → ℂ} {eps : ℝ → ℝ} {t₀ : ℝ}
    (hT : ∀ i j, HasDerivAt (fun t => T t i j) (T' i j) t₀)
    (hB : ∀ i k, HasDerivAt (fun t => B t i k) (B' i k) t₀)
    (hc : ∀ i, HasDerivAt (fun t => c t i) (c' i) t₀)
    (hTH : (T t₀).IsHermitian) (hD : D.IsHermitian) (hq : q.IsHermitian)
    (hband : IsUltrasoftBand T B D q c eps) :
    HasDerivAt eps ((expect (c t₀) T').re +
      2 * (expect (c t₀) (B' * (D - (eps t₀ : ℂ) • q) * (B t₀)ᴴ)).re) t₀ := by
  have hM : (D - (eps t₀ : ℂ) • q).IsHermitian := by
    simp [Matrix.IsHermitian, Matrix.conjTranspose_sub, Matrix.conjTranspose_smul, hD.eq, hq.eq]
  -- the matrix H - eps(t₀) S, with the projectors collected
  let K : ℝ → Matrix n n ℂ := fun t =>
    T t + B t * (D - (eps t₀ : ℂ) • q) * (B t)ᴴ - (eps t₀ : ℂ) • (1 : Matrix n n ℂ)
  have hKeq : ∀ t, K t = hamiltonian (T t) (B t) D - (eps t₀ : ℂ) • overlap (B t) q := by
    intro t
    simp only [K, hamiltonian, overlap, Matrix.mul_sub, Matrix.sub_mul, Matrix.mul_smul,
      Matrix.smul_mul, smul_add]
    abel
  have hKv : ∀ t, K t *ᵥ c t = ((eps t : ℂ) - eps t₀) • (overlap (B t) q *ᵥ c t) := by
    intro t
    rw [hKeq, Matrix.sub_mulVec, Matrix.smul_mulVec, (hband t).1, sub_smul]
  have hKd : ∀ i j, HasDerivAt (fun t => K t i j)
      ((T' + (B' * (D - (eps t₀ : ℂ) • q) * (B t₀)ᴴ +
        B t₀ * (D - (eps t₀ : ℂ) • q) * B'ᴴ)) i j) t₀ := fun i j =>
    ((hT i j).fun_add (hasDerivAt_nonlocal (D - (eps t₀ : ℂ) • q) hB i j)).sub_const
      (((eps t₀ : ℂ) • (1 : Matrix n n ℂ)) i j)
  have hKH : (K t₀).IsHermitian := by
    simp only [K, Matrix.IsHermitian, Matrix.conjTranspose_sub, Matrix.conjTranspose_add,
      Matrix.conjTranspose_mul, Matrix.conjTranspose_conjTranspose, Matrix.conjTranspose_smul,
      Matrix.conjTranspose_one, hTH.eq, hD.eq, hq.eq, Complex.star_def, Complex.conj_ofReal,
      Matrix.mul_assoc]
  have hd := hasDerivAt_expect_of_null hKd hc hKH (by rw [hKv, sub_self, zero_smul])
  -- normalization turns c* K c into eps(t) - eps(t₀)
  have hval : ∀ t, (expect (c t) (K t)).re + eps t₀ = eps t := by
    intro t
    have hn : star (c t) ⬝ᵥ (overlap (B t) q *ᵥ c t) = 1 := (hband t).2
    unfold expect
    rw [hKv, dotProduct_smul, hn]
    simp
  have hr := (Complex.reCLM.hasFDerivAt.comp_hasDerivAt t₀ hd).add_const (eps t₀)
  have hfun : eps = fun t => (expect (c t) (K t)).re + eps t₀ := funext fun t => (hval t).symm
  have hre : (expect (c t₀) (T' + (B' * (D - (eps t₀ : ℂ) • q) * (B t₀)ᴴ +
      B t₀ * (D - (eps t₀ : ℂ) • q) * B'ᴴ))).re = (expect (c t₀) T').re +
      2 * (expect (c t₀) (B' * (D - (eps t₀ : ℂ) • q) * (B t₀)ᴴ)).re := by
    rw [← expect_nonlocal_re (c t₀) B' (B t₀) hM, ← Complex.add_re]
    simp only [expect, Matrix.add_mulVec, dotProduct_add]
  rw [← hre]
  exact hr.congr_of_eventuallyEq (Filter.Eventually.of_forall fun t => (hval t).symm)

/-- At frozen orbital `c`, the strain derivative of the norm `c* S c` is
`2 Re c* B' q B* c`. -/
theorem hasDerivAt_frozen_overlap {B : ℝ → Matrix n m ℂ} {B' : Matrix n m ℂ}
    {q : Matrix m m ℂ} {t₀ : ℝ} (c : n → ℂ)
    (hB : ∀ i k, HasDerivAt (fun t => B t i k) (B' i k) t₀) (hq : q.IsHermitian) :
    HasDerivAt (fun t => (expect c (overlap (B t) q)).re)
      (2 * (expect c (B' * q * (B t₀)ᴴ)).re) t₀ := by
  have hS : ∀ i j, HasDerivAt (fun t => overlap (B t) q i j)
      ((B' * q * (B t₀)ᴴ + B t₀ * q * B'ᴴ) i j) t₀ := fun i j =>
    (hasDerivAt_nonlocal q hB i j).const_add ((1 : Matrix n n ℂ) i j)
  have hd := hasDerivAt_expect (c := fun _ => c) (c' := 0) hS
    (fun i => hasDerivAt_const t₀ (c i))
  refine (Complex.reCLM.hasFDerivAt.comp_hasDerivAt t₀ hd).congr_deriv ?_
  rw [← expect_nonlocal_re c B' (B t₀) hq]
  simp


/-- One plane wave and one projector with `T = 1`, `D = 0`, `q = 1`, `B = sinh t`: the orbital
`1 / cosh t` has energy `1 / cosh² t`, with slope `-2 sinh t / cosh³ t`. -/
theorem ultrasoftBand_witness :
    IsUltrasoftBand (fun _ => (1 : Matrix (Fin 1) (Fin 1) ℂ))
      (fun t => !![(Real.sinh t : ℂ)]) 0 1
      (fun t => ![(Real.cosh t : ℂ)⁻¹]) (fun t => 1 / Real.cosh t ^ 2) ∧
    ∀ t, HasDerivAt (fun t => 1 / Real.cosh t ^ 2)
      (-2 * Real.sinh t / Real.cosh t ^ 3) t := by
  constructor
  · intro t
    have hy : (Real.cosh t : ℂ) ≠ 0 := by exact_mod_cast (Real.cosh_pos t).ne'
    have hs : (1 : ℂ) + (Real.sinh t : ℂ) * (Real.sinh t : ℂ) = (Real.cosh t : ℂ) ^ 2 := by
      have h : 1 + Real.sinh t * Real.sinh t = Real.cosh t ^ 2 := by
        rw [Real.cosh_sq]; ring
      exact_mod_cast h
    have hS : overlap !![(Real.sinh t : ℂ)] (1 : Matrix (Fin 1) (Fin 1) ℂ) =
        (Real.cosh t : ℂ) ^ 2 • (1 : Matrix (Fin 1) (Fin 1) ℂ) := by
      have hp : (!![(Real.sinh t : ℂ)] * (1 : Matrix (Fin 1) (Fin 1) ℂ) *
          !![(Real.sinh t : ℂ)]ᴴ) 0 0 = (Real.sinh t : ℂ) * (Real.sinh t : ℂ) := by
        rw [Matrix.mul_one, Matrix.mul_apply]
        simp [Complex.conj_ofReal, -Complex.ofReal_sinh]
      ext i j
      fin_cases i
      fin_cases j
      change (1 : Matrix (Fin 1) (Fin 1) ℂ) 0 0 + (!![(Real.sinh t : ℂ)] *
        (1 : Matrix (Fin 1) (Fin 1) ℂ) * !![(Real.sinh t : ℂ)]ᴴ) 0 0 =
        (Real.cosh t : ℂ) ^ 2 * (1 : Matrix (Fin 1) (Fin 1) ℂ) 0 0
      rw [hp, Matrix.one_apply_eq, mul_one]
      exact hs
    constructor
    · simp only [hS, hamiltonian, Matrix.mul_zero, Matrix.zero_mul, add_zero,
        Matrix.smul_mulVec, Matrix.one_mulVec, smul_smul]
      have h1 : ((1 / Real.cosh t ^ 2 : ℝ) : ℂ) * (Real.cosh t : ℂ) ^ 2 = 1 := by
        rw [Complex.ofReal_div, Complex.ofReal_pow, Complex.ofReal_one]
        exact div_mul_cancel₀ 1 (pow_ne_zero 2 hy)
      rw [h1, one_smul]
    · have h2 : (Real.cosh t : ℂ) ^ 2 * ((Real.cosh t : ℂ)⁻¹ * (Real.cosh t : ℂ)⁻¹) = 1 := by
        field_simp
      simp only [hS, expect, Matrix.smul_mulVec, Matrix.one_mulVec, dotProduct_smul, smul_eq_mul]
      simpa [dotProduct, Complex.conj_ofReal, -Complex.ofReal_cosh] using h2
  · intro t
    have hy : Real.cosh t ≠ 0 := (Real.cosh_pos t).ne'
    refine ((hasDerivAt_const t (1 : ℝ)).fun_div ((Real.hasDerivAt_cosh t).fun_pow 2)
      (pow_ne_zero 2 hy)).congr_deriv ?_
    rw [div_eq_div_iff (pow_ne_zero 2 (pow_ne_zero 2 hy)) (pow_ne_zero 3 hy)]
    norm_num
    ring

end

end UltrasoftStress
```

```lean
#print axioms UltrasoftStress.hasDerivAt_bandEnergy
#print axioms UltrasoftStress.hasDerivAt_frozen_overlap
```

```
'UltrasoftStress.hasDerivAt_bandEnergy' depends on axioms: [propext, Classical.choice, Quot.sound]
'UltrasoftStress.hasDerivAt_frozen_overlap' depends on axioms: [propext, Classical.choice, Quot.sound]
```

## How the lemmas follow the calculation

`hasDerivAt_expect` is the three-term product rule. It writes c* K c as a double sum over i and j and differentiates it with `HasDerivAt.fun_sum` and `fun_mul`. The step `congr_deriv` then replaces the derivative so obtained by the matrix expression in the statement. `hasDerivAt_nonlocal` does the same for an entry of B M B*, with sums over the projector indices k and l.

`hasDerivAt_expect_of_null` carries out the cancellation. Its hypothesis `h0` is K c = 0 at t₀, and the intermediate result `hl` is c* K = 0, obtained by taking the adjoint. Both terms containing c′ then vanish.

`expect_conjTranspose` states that the adjoint matrix has the conjugate expectation value. `expect_nonlocal_re` uses it to combine the two projector terms into twice a real part.

The proof of `hasDerivAt_bandEnergy` assembles these results:

- `K` is defined with the projectors already collected around D − ε₀ q, and `hKeq` shows that it equals H − ε₀ S.
- `hKv` is the equation K c = (ε − ε₀) S c. At t₀ it supplies the null vector that the cancellation lemma needs.
- `hKd` gives the derivative K′, and `hKH` shows that K(t₀) is Hermitian.
- `hd` applies the cancellation lemma.
- `hval` uses the normalization to recover ε(t) from the real part of c* K c.
- `hre` rewrites the real part of c* K′ c as the two terms of the formula.

The last line transfers the derivative to ε, which agrees with the differentiated function at every t.

For the frozen norm, `hasDerivAt_expect` is applied to a constant orbital with c′ = 0, so only the change of S remains. In the one-wave model, `hs` is the identity 1 + sinh² t = cosh² t, from which the eigenvalue equation and the normalization both follow; the slope comes from the quotient rule.
